# Differentiability and partial derivatives of the spin-polarized local exchange energy per particle at nonzero radius

The local exchange energy per particle is modelled here as ε(r, z) = −(C/r)·[(1+z)^(4/3) + (1−z)^(4/3)]/2, with radius r, spin polarization z and strength C. The theorem says that for r ≠ 0 this function is differentiable jointly in (r, z), with ∂ε/∂r = (C/r²)·[(1+z)^(4/3) + (1−z)^(4/3)]/2 and ∂ε/∂z = −(C/r)·(2/3)·[(1+z)^(1/3) − (1−z)^(1/3)]. C and z may be any real numbers, so z is not confined to the physical range from −1 to 1, and outside it the powers follow Lean's convention for real powers of negative numbers. The proof builds joint differentiability from that of the separate factors, and gets each partial derivative from one-variable derivative rules.

An attempt in Lean 4 with a fault in it:

```lean
import Mathlib

open Real

namespace SpinDensityChainRules

noncomputable section

/-- The partial derivative of `eps` in the radius at fixed polarization. -/
def dRs (eps : ℝ × ℝ → ℝ) (p : ℝ × ℝ) : ℝ := deriv (fun r => eps (r, p.2)) p.1

/-- The partial derivative of `eps` in the polarization at fixed radius. -/
def dZeta (eps : ℝ × ℝ → ℝ) (p : ℝ × ℝ) : ℝ := deriv (fun z => eps (p.1, z)) p.2

/-- The spin-polarized local exchange energy per particle, with strength `C`. -/
def exchangeEps (C : ℝ) (p : ℝ × ℝ) : ℝ :=
  -(C / p.1) * (((1 + p.2) ^ (4 / 3 : ℝ) + (1 - p.2) ^ (4 / 3 : ℝ)) / 2)

/-- Local exchange is differentiable at nonzero radius, with the stated partial derivatives. -/
theorem exchange_partials (C : ℝ) {r : ℝ} (hr : r ≠ 0) (z : ℝ) :
    DifferentiableAt ℝ (exchangeEps C) (r, z) ∧
    dRs (exchangeEps C) (r, z)
      = C / r ^ 2 * (((1 + z) ^ (4 / 3 : ℝ) + (1 - z) ^ (4 / 3 : ℝ)) / 2) ∧
    dZeta (exchangeEps C) (r, z)
      = -(C / r) * (2 / 3 * ((1 + z) ^ (1 / 3 : ℝ) - (1 - z) ^ (1 / 3 : ℝ))) := by
  have h43 : (1 : ℝ) ≤ 4 / 3 := by norm_num
  refine ⟨?_, ?_, ?_⟩
  · have h1 : DifferentiableAt ℝ (fun p : ℝ × ℝ => (1 + p.2) ^ (4 / 3 : ℝ)) (r, z) :=
      (differentiableAt_snd.const_add 1).rpow_const (Or.inr h43)
    have h2 : DifferentiableAt ℝ (fun p : ℝ × ℝ => (1 - p.2) ^ (4 / 3 : ℝ)) (r, z) :=
      (differentiableAt_snd.const_sub 1).rpow_const (Or.inr h43)
    have h3 : DifferentiableAt ℝ (fun p : ℝ × ℝ => C / p.1) (r, z) :=
      DifferentiableAt.comp (g := fun x : ℝ => C / x) (f := Prod.fst) (r, z)
        ((hasDerivAt_const r C).fun_div (hasDerivAt_id' r) hr).differentiableAt
        differentiableAt_fst
    have h4 := h1.add h2
    have h5 := h4.div_const (2 : ℝ)
    have h6 := h3.neg.mul h5
    exact h6
  · refine HasDerivAt.deriv (HasDerivAt.congr_deriv (((hasDerivAt_const r C).fun_div
      (hasDerivAt_id' r) hr).fun_neg.mul_const
        (((1 + z) ^ (4 / 3 : ℝ) + (1 - z) ^ (4 / 3 : ℝ)) / 2)) ?_)
    ring
  · have h1 := ((hasDerivAt_id' z).const_add 1).rpow_const (p := 4 / 3) (Or.inr h43)
    have h2 := ((hasDerivAt_id' z).const_sub 1).rpow_const (p := 4 / 3) (Or.inr h43)
    refine HasDerivAt.deriv (HasDerivAt.congr_deriv
      (((h1.fun_add h2).div_const 2).const_mul (-(C / r))) ?_)
    rw [show (4 / 3 : ℝ) - 1 = 1 / 3 by norm_num]
    ring

end

end SpinDensityChainRules
```

Compiling this gives:

```
Main.lean:37:15: error: Application type mismatch: The argument
  h4
has type
  DifferentiableAt ℝ ((fun p => (1 + p.2) ^ (4 / 3)) + fun p => (1 - p.2) ^ (4 / 3)) (r, z)
but is expected to have type
  DifferentiableAt ?m.386 ?m.392 ?m.388
in the application
  DifferentiableAt.div_const h4
```

The repair, with which the file compiles:

```diff
@@ -35,5 +35,9 @@
         differentiableAt_fst
     have h4 := h1.add h2
-    have h5 := h4.div_const (2 : ℝ)
+    have hh : ∀ x : ℝ, DifferentiableAt ℝ (fun y : ℝ => y / 2) x :=
+      fun x => ((hasDerivAt_id' x).div_const 2).differentiableAt
+    have h5 := DifferentiableAt.comp (g := fun y : ℝ => y / 2)
+      (f := fun p : ℝ × ℝ => (1 + p.2) ^ (4 / 3 : ℝ) + (1 - p.2) ^ (4 / 3 : ℝ))
+      (r, z) (hh _) h4
     have h6 := h3.neg.mul h5
     exact h6
```

Cause. The one error is in the joint differentiability part, where `h4`, the differentiability of the sum of the two powers, is passed to `DifferentiableAt.div_const`. That lemma is about functions whose domain is the scalar field itself, here `ℝ`. The function in `h4` is defined on `ℝ × ℝ` and is differentiated at the pair `(r, z)`, so Lean can't match it to the lemma's hypothesis. Dividing by 2 does no harm to differentiability; the lemma is just stated for a narrower kind of domain.

The repair uses division by 2 as a function of one real variable. `hh` proves that `fun y : ℝ => y / 2` is differentiable at every real point, using `HasDerivAt.div_const`, which fits because the domain is now `ℝ`. `DifferentiableAt.comp` then composes this function with the sum on `ℝ × ℝ`, whose differentiability is `h4`. The new `h5` gives the differentiability of the halved sum at `(r, z)`, and the lines after it work unchanged.
